# A two-parameter Hermitian family with no unit eigenvector continuous at its degeneracy

## A zeroth-order state that does not exist

Suppose that a two-level system depends on two small real parameters and is degenerate when both vanish. A perturbation calculation that picks one state at the degeneracy, and expects nearby eigenstates to differ from it by small corrections, can fail at zeroth order. Take

$$H(x,y)=\begin{pmatrix} x & y\\ y & -x\end{pmatrix}.$$

On the $x$ axis, away from the origin, the eigenstates are $(1,0)$ and $(0,1)$ up to a phase. On the $y$ axis they are $(1,1)/\sqrt2$ and $(1,-1)/\sqrt2$, however small $y$ is. No single state at the origin is the limit of eigenstates along both axes.

The discontinuity does not come from irregular matrix elements: the matrix is Hermitian, and its entries are linear in $x$ and $y$. In electronic structure it is a simple linear two-state model of a conical intersection, and within that model the result says that no adiabatic state can be continued through the intersection point as a function of both coordinates.

## The statement and its terms

Let $A$ and $B$ be complex $n\times n$ matrices. The general criterion is:

> The family $xA+yB$ admits a choice of unit eigenvectors $u(x,y)$ that is continuous at the origin if and only if $A$ and $B$ have a common unit eigenvector.

Since $H(x,y)=x\sigma_z+y\sigma_x$, and these two Pauli matrices share no eigenvector, $H$ admits no such choice.

In Lean, a state is a function `v : n → ℂ` on a finite index type. `IsUnitEigenvector A v` says that `star v ⬝ᵥ v = 1`, which is $\langle v,v\rangle=1$, and that `A *ᵥ v = E • v` for some complex `E`. For a Hermitian matrix this `E` is automatically real. A parameter point is a pair `p : ℝ × ℝ`, and `linearFamily A B p` is $xA+yB$ with $x$ = `p.1` and $y$ = `p.2`.

The theorem `no_continuous_eigenvector` denies that there is a function `u` with `ContinuousAt u (0, 0)` such that `u p` is a unit eigenvector of `coneHamiltonian p` for every `p`. The phase of `u p` and the choice between the two levels are free at each point, and nothing is asked about continuity elsewhere. At the origin the matrix is zero, so any unit vector is allowed there. A separate theorem, `coneHamiltonian_analytic_hermitian`, confirms that the entries are real-analytic and the matrix Hermitian.

The criterion assumes neither Hermitian matrices nor a particular dimension. It is stated here for finite matrices and for families linear in the two parameters. Adding a constant multiple of the identity, the energy of the degenerate level, would leave the eigenvectors unchanged. Coupling to other levels and terms of higher order are not treated.

## The derivation

**The eigenvalue as an expectation value.** If $Av=Ev$ and $\langle v,v\rangle=1$, then $\langle v,Av\rangle=E\langle v,v\rangle=E$. A unit vector is therefore an eigenvector of $A$ exactly when

$$Av=\langle v,Av\rangle\,v .$$

Both sides are continuous in $v$, so a limit of unit eigenvectors of $A$ is again a unit eigenvector of $A$.

**Approach along a ray.** Let $u(t)$ be a unit eigenvector of $tA$ for each real $t\neq0$, with $u(t)\to u(0)$ as $t\to0$. From $tA\,u(t)=E(t)\,u(t)$ follows

$$A\,u(t)=\frac{E(t)}{t}\,u(t).$$

So $u(t)$ is a unit eigenvector of the fixed matrix $A$, and by the first step so is $u(0)$.

**Two axes, one limit.** Let $u(x,y)$ be a choice for $xA+yB$ that is continuous at the origin. On the $x$ axis the matrix is $xA$, so $u(0,0)$ is an eigenvector of $A$. On the $y$ axis it is $yB$, so the same vector is an eigenvector of $B$. Conversely, if $Av=av$ and $Bv=bv$ for a unit vector $v$, then

$$(xA+yB)v=(xa+yb)v,$$

and the constant choice $u(x,y)=v$ works.

**The Pauli matrices.** Let $v=(v_0,v_1)$ satisfy $\sigma_zv=av$ and $\sigma_xv=bv$. In components,

$$v_0=av_0,\qquad -v_1=av_1,\qquad v_1=bv_0,\qquad v_0=bv_1.$$

The first two equations give $v_0v_1=av_0v_1=-v_0v_1$, hence $v_0v_1=0$. The fourth then gives $v_0^2=b\,v_0v_1=0$, so $v_0=0$, and the third gives $v_1=0$. This contradicts $\langle v,v\rangle=1$.

**A single line is harmless.** Put $x=r\cos\theta$ and $y=r\sin\theta$ with $\theta$ fixed and $r$ of either sign, and let $w(\theta)=(\cos\tfrac\theta2,\sin\tfrac\theta2)$, which is normalised. The subtraction formulas give

$$\cos\theta\cos\tfrac\theta2+\sin\theta\sin\tfrac\theta2=\cos\tfrac\theta2,\qquad \sin\theta\cos\tfrac\theta2-\cos\theta\sin\tfrac\theta2=\sin\tfrac\theta2 .$$

Multiplied by $r$, these are the two components of $Hw=rw$. On each line the eigenvector is constant, and it passes from the lower level to the upper one as $r$ goes from negative to positive. The trouble at the origin is that $w(\theta)$ depends on the line.

Moreover, $w(\theta+2\pi)=-w(\theta)$, because the half angle advances by $\pi$. This sign change is a different effect from the discontinuity at the origin: multiplying by $e^{i\theta/2}$ makes the vector single-valued on a circle around the origin, while no phase factor makes the limits along the two axes agree. The geometric phase of $\pi$ for the circuit is not removed by this choice.

## Without normalisation

Allowing non-zero vectors of any length does not help, since a choice continuous at the origin could be normalised near it. If the vectors may also vanish, the eigenvalue equation has continuous solutions. With $r=\sqrt{x^2+y^2}$, take

$$u(x,y)=(x+r,\;y).$$

Then $Hu=(x^2+xr+y^2,\;yr)=r\,u$, and $u$ is continuous on the whole plane. It vanishes at the origin, however, and also on the negative $x$ axis, so it describes no state there. Dividing by its length, where that is not zero, brings the discontinuity at the origin back.

## What a grid calculation sees

Suppose that a program diagonalises $H$ on a square grid of spacing $h$ that contains the origin, and follows states by their overlap from point to point. Between the diagonal neighbours $(h,0)$ and $(0,h)$, every overlap has modulus $1/\sqrt2$, whichever levels and phases the eigensolver returns. This step is a tie for every $h$. A detour through $(h,h)$ avoids it: in each of the two shorter steps, the overlap has modulus $\cos(\pi/8)\approx0.92$ within a level and $\sin(\pi/8)\approx0.38$ between the levels. In this model one can also keep both states and interpolate the matrix elements of $H$ in the fixed basis $(1,0)$, $(0,1)$, which are smooth, before diagonalising at each point. An electronic-structure calculation normally returns adiabatic states, and a basis with smooth matrix elements then has to be constructed first.

## The Lean file

```lean
import Mathlib

open Matrix Filter Topology

namespace DegenerateEigenvectors

noncomputable section

variable {n : Type*} [Fintype n]

/-- The state `v` is normalised and is an eigenvector of the matrix `A`. -/
def IsUnitEigenvector (A : Matrix n n ℂ) (v : n → ℂ) : Prop :=
  star v ⬝ᵥ v = 1 ∧ ∃ E : ℂ, A *ᵥ v = E • v

/-- The two-parameter family `x A + y B`, with `x = p.1` and `y = p.2`. -/
def linearFamily (A B : Matrix n n ℂ) (p : ℝ × ℝ) : Matrix n n ℂ :=
  (p.1 : ℂ) • A + (p.2 : ℂ) • B

/-- The Pauli matrix `σz`. -/
def pauliZ : Matrix (Fin 2) (Fin 2) ℂ := !![1, 0; 0, -1]

/-- The Pauli matrix `σx`. -/
def pauliX : Matrix (Fin 2) (Fin 2) ℂ := !![0, 1; 1, 0]

/-- The two-level Hamiltonian with rows `(x, y)` and `(y, -x)`. -/
def coneHamiltonian (p : ℝ × ℝ) : Matrix (Fin 2) (Fin 2) ℂ :=
  !![(p.1 : ℂ), (p.2 : ℂ); (p.2 : ℂ), -(p.1 : ℂ)]

/-- The two-level state with amplitudes `cos (θ/2)` and `sin (θ/2)`. -/
def halfAngleState (θ : ℝ) : Fin 2 → ℂ :=
  ![(Real.cos (θ / 2) : ℂ), (Real.sin (θ / 2) : ℂ)]

/-- On a normalised eigenvector, the matrix acts as multiplication by its expectation value. -/
theorem mulVec_eq_expectation {A : Matrix n n ℂ} {v : n → ℂ}
    (h : IsUnitEigenvector A v) : A *ᵥ v = (star v ⬝ᵥ A *ᵥ v) • v := by
  obtain ⟨h1, E, hE⟩ := h
  rw [hE, dotProduct_smul, h1, smul_eq_mul, mul_one]

/-- If unit eigenvectors of `t A`, chosen for `t ≠ 0`, extend continuously to `t = 0`,
then their limit is a unit eigenvector of `A`. -/
theorem eigenvector_limit_along_ray (A : Matrix n n ℂ) (u : ℝ → n → ℂ)
    (hu : ContinuousAt u 0)
    (h : ∀ t : ℝ, t ≠ 0 → IsUnitEigenvector ((t : ℂ) • A) (u t)) :
    IsUnitEigenvector A (u 0) := by
  have hA : Continuous (fun v : n → ℂ => A *ᵥ v) :=
    (Matrix.mulVecLin A).continuous_of_finiteDimensional
  have hN : Continuous (fun v : n → ℂ => star v ⬝ᵥ v) :=
    continuous_finsetSum _ fun i _ => (continuous_apply i).star.mul (continuous_apply i)
  have hE : Continuous (fun v : n → ℂ => star v ⬝ᵥ A *ᵥ v) :=
    continuous_finsetSum _ fun i _ =>
      (continuous_apply i).star.mul ((continuous_apply i).comp hA)
  -- being a unit eigenvector is a closed condition
  have hS : IsClosed ({v : n → ℂ | star v ⬝ᵥ v = 1} ∩
      {v : n → ℂ | A *ᵥ v = (star v ⬝ᵥ A *ᵥ v) • v}) :=
    (isClosed_eq hN continuous_const).inter (isClosed_eq hA (hE.smul continuous_id))
  have hlim : Tendsto u (𝓝[≠] 0) (𝓝 (u 0)) := hu.tendsto.mono_left nhdsWithin_le_nhds
  have hmem := hS.mem_of_tendsto hlim (by
    filter_upwards [self_mem_nhdsWithin] with t ht
    have ht0 : t ≠ 0 := ht
    have htc : (t : ℂ) ≠ 0 := Complex.ofReal_ne_zero.mpr ht0
    obtain ⟨h1, E, hEt⟩ := h t ht0
    -- rescaling by t leaves the eigenvectors unchanged
    have hAt : A *ᵥ u t = ((t : ℂ)⁻¹ * E) • u t := by
      rw [mul_smul, ← hEt, Matrix.smul_mulVec, smul_smul, inv_mul_cancel₀ htc, one_smul]
    exact ⟨h1, mulVec_eq_expectation ⟨h1, _, hAt⟩⟩)
  exact ⟨hmem.1, _, hmem.2⟩

/-- The family `x A + y B` admits unit eigenvectors continuous at the origin
if and only if `A` and `B` have a common unit eigenvector. -/
theorem continuous_eigenvector_iff_common (A B : Matrix n n ℂ) :
    (∃ u : ℝ × ℝ → n → ℂ, ContinuousAt u (0, 0) ∧
      ∀ p, IsUnitEigenvector (linearFamily A B p) (u p)) ↔
    ∃ v : n → ℂ, IsUnitEigenvector A v ∧ IsUnitEigenvector B v := by
  constructor
  · rintro ⟨u, hu, h⟩
    -- approach the origin along each parameter axis
    refine ⟨u (0, 0), ?_, ?_⟩
    · refine eigenvector_limit_along_ray A (fun t => u (t, 0)) ?_ ?_
      · exact ContinuousAt.comp (f := fun t : ℝ => (t, (0 : ℝ))) (g := u) (x := 0)
          hu (by fun_prop)
      · intro t _
        simpa [linearFamily] using h (t, 0)
    · refine eigenvector_limit_along_ray B (fun t => u (0, t)) ?_ ?_
      · exact ContinuousAt.comp (f := fun t : ℝ => ((0 : ℝ), t)) (g := u) (x := 0)
          hu (by fun_prop)
      · intro t _
        simpa [linearFamily] using h (0, t)
  · rintro ⟨v, ⟨h1, a, ha⟩, ⟨_, b, hb⟩⟩
    refine ⟨fun _ => v, continuousAt_const, fun p => ⟨h1, p.1 * a + p.2 * b, ?_⟩⟩
    rw [linearFamily, Matrix.add_mulVec, Matrix.smul_mulVec, Matrix.smul_mulVec, ha, hb]
    module

/-- The Pauli matrices `σz` and `σx` have no common unit eigenvector. -/
theorem pauli_no_common_eigenvector :
    ¬ ∃ v : Fin 2 → ℂ, IsUnitEigenvector pauliZ v ∧ IsUnitEigenvector pauliX v := by
  rintro ⟨v, ⟨hn, a, ha⟩, ⟨_, b, hb⟩⟩
  have a0 : v 0 = a * v 0 := by
    simpa [pauliZ, Matrix.mulVec, dotProduct, Fin.sum_univ_two] using congrFun ha 0
  have a1 : -v 1 = a * v 1 := by
    simpa [pauliZ, Matrix.mulVec, dotProduct, Fin.sum_univ_two] using congrFun ha 1
  have b0 : v 1 = b * v 0 := by
    simpa [pauliX, Matrix.mulVec, dotProduct, Fin.sum_univ_two] using congrFun hb 0
  have b1 : v 0 = b * v 1 := by
    simpa [pauliX, Matrix.mulVec, dotProduct, Fin.sum_univ_two] using congrFun hb 1
  -- σz forces one amplitude to vanish, and σx then forces the other to vanish
  have hprod : v 0 * v 1 = 0 := by
    linear_combination (1 / 2 : ℂ) * v 1 * a0 - (1 / 2 : ℂ) * v 0 * a1
  have hsq : v 0 * v 0 = 0 := by
    linear_combination v 0 * b1 + b * hprod
  have h0 : v 0 = 0 := mul_self_eq_zero.mp hsq
  have h1 : v 1 = 0 := by rw [b0, h0, mul_zero]
  simp [dotProduct, Fin.sum_univ_two, h0, h1] at hn

/-- The two-level Hamiltonian has real-analytic entries and is Hermitian at every
parameter point. -/
theorem coneHamiltonian_analytic_hermitian :
    (∀ i j, AnalyticOnNhd ℝ (fun p => coneHamiltonian p i j) Set.univ) ∧
    ∀ p, (coneHamiltonian p).IsHermitian := by
  constructor
  · intro i j p _
    have h1 : AnalyticAt ℝ (fun q : ℝ × ℝ => (q.1 : ℂ)) p :=
      (Complex.ofRealCLM.comp (ContinuousLinearMap.fst ℝ ℝ ℝ)).analyticAt p
    have h2 : AnalyticAt ℝ (fun q : ℝ × ℝ => (q.2 : ℂ)) p :=
      (Complex.ofRealCLM.comp (ContinuousLinearMap.snd ℝ ℝ ℝ)).analyticAt p
    fin_cases i <;> fin_cases j
    · exact h1
    · exact h2
    · exact h2
    · exact h1.neg
  · intro p
    refine Matrix.IsHermitian.ext fun i j => ?_
    fin_cases i <;> fin_cases j <;> simp [coneHamiltonian]

/-- No choice of unit eigenvectors of the two-level Hamiltonian, made at every parameter
point, is continuous at the origin. -/
theorem no_continuous_eigenvector :
    ¬ ∃ u : ℝ × ℝ → Fin 2 → ℂ, ContinuousAt u (0, 0) ∧
      ∀ p, IsUnitEigenvector (coneHamiltonian p) (u p) := by
  have hH : ∀ p, coneHamiltonian p = linearFamily pauliZ pauliX p := by
    intro p
    ext i j
    fin_cases i <;> fin_cases j <;> simp [coneHamiltonian, linearFamily, pauliZ, pauliX]
  simp only [hH]
  rw [continuous_eigenvector_iff_common]
  exact pauli_no_common_eigenvector

/-- On the line through the origin at angle `θ`, the half-angle state is normalised and is
an eigenvector with eigenvalue `r` at every signed distance `r`. -/
theorem constant_eigenvector_on_line (θ : ℝ) :
    star (halfAngleState θ) ⬝ᵥ halfAngleState θ = 1 ∧
    ∀ r : ℝ, coneHamiltonian (r * Real.cos θ, r * Real.sin θ) *ᵥ halfAngleState θ =
      (r : ℂ) • halfAngleState θ := by
  have hc : Real.cos θ * Real.cos (θ / 2) + Real.sin θ * Real.sin (θ / 2) =
      Real.cos (θ / 2) := by
    rw [← Real.cos_sub]
    congr 1
    ring
  have hs : Real.sin θ * Real.cos (θ / 2) - Real.cos θ * Real.sin (θ / 2) =
      Real.sin (θ / 2) := by
    rw [← Real.sin_sub]
    congr 1
    ring
  constructor
  · have h : Real.cos (θ / 2) * Real.cos (θ / 2) +
        Real.sin (θ / 2) * Real.sin (θ / 2) = 1 := by
      linear_combination Real.cos_sq_add_sin_sq (θ / 2)
    have h' : (Real.cos (θ / 2) : ℂ) * (Real.cos (θ / 2) : ℂ) +
        (Real.sin (θ / 2) : ℂ) * (Real.sin (θ / 2) : ℂ) = 1 := by
      exact_mod_cast h
    simpa [halfAngleState, dotProduct, Fin.sum_univ_two,
      -Complex.ofReal_cos, -Complex.ofReal_sin] using h'
  · intro r
    have hc' := congrArg (fun z : ℝ => (z : ℂ)) hc
    have hs' := congrArg (fun z : ℝ => (z : ℂ)) hs
    simp only [Complex.ofReal_add, Complex.ofReal_sub, Complex.ofReal_mul] at hc' hs'
    ext i
    fin_cases i
    · simp only [coneHamiltonian, halfAngleState, Matrix.mulVec, dotProduct,
        Fin.sum_univ_two, Pi.smul_apply, smul_eq_mul, Complex.ofReal_mul]
      change (r : ℂ) * (Real.cos θ : ℂ) * (Real.cos (θ / 2) : ℂ) +
        (r : ℂ) * (Real.sin θ : ℂ) * (Real.sin (θ / 2) : ℂ) =
        (r : ℂ) * (Real.cos (θ / 2) : ℂ)
      linear_combination (r : ℂ) * hc'
    · simp only [coneHamiltonian, halfAngleState, Matrix.mulVec, dotProduct,
        Fin.sum_univ_two, Pi.smul_apply, smul_eq_mul, Complex.ofReal_mul]
      change (r : ℂ) * (Real.sin θ : ℂ) * (Real.cos (θ / 2) : ℂ) +
        -((r : ℂ) * (Real.cos θ : ℂ)) * (Real.sin (θ / 2) : ℂ) =
        (r : ℂ) * (Real.sin (θ / 2) : ℂ)
      linear_combination (r : ℂ) * hs'

/-- The half-angle state changes sign when the angle advances by `2π`. -/
theorem halfAngleState_sign_change (θ : ℝ) :
    halfAngleState (θ + 2 * Real.pi) = -halfAngleState θ := by
  have h : (θ + 2 * Real.pi) / 2 = θ / 2 + Real.pi := by ring
  simp only [halfAngleState, h, Real.cos_add_pi, Real.sin_add_pi, Complex.ofReal_neg]
  ext i
  fin_cases i <;> simp

end

end DegenerateEigenvectors
```

```lean
#print axioms DegenerateEigenvectors.coneHamiltonian_analytic_hermitian
#print axioms DegenerateEigenvectors.no_continuous_eigenvector
#print axioms DegenerateEigenvectors.constant_eigenvector_on_line
#print axioms DegenerateEigenvectors.halfAngleState_sign_change
```

```
'DegenerateEigenvectors.coneHamiltonian_analytic_hermitian' depends on axioms: [propext, Classical.choice, Quot.sound]
'DegenerateEigenvectors.no_continuous_eigenvector' depends on axioms: [propext, Classical.choice, Quot.sound]
'DegenerateEigenvectors.constant_eigenvector_on_line' depends on axioms: [propext, Classical.choice, Quot.sound]
'DegenerateEigenvectors.halfAngleState_sign_change' depends on axioms: [propext, Classical.choice, Quot.sound]
```

## How the proof runs

`mulVec_eq_expectation` is the first step of the derivation. It replaces the unspecified `E` by an explicit function of `v`, so that the eigenvector condition becomes an equation between continuous functions.

`eigenvector_limit_along_ray` takes the limit. The facts `hA`, `hN` and `hE` state that $Av$, $\langle v,v\rangle$ and $\langle v,Av\rangle$ depend continuously on $v$. From them, `hS` concludes that the unit eigenvectors of $A$ form a closed set, written as the intersection of two equations. The filter `𝓝[≠] 0` expresses $t\to0$ with $t\neq0$, which is what permits the division by $t$ in `hAt`. The lemma `mem_of_tendsto` then places the limit `u 0` in the closed set.

`continuous_eigenvector_iff_common` uses this lemma twice in the forward direction, for `fun t => u (t, 0)` with `A` and for `fun t => u (0, t)` with `B`. Both functions have the value `u (0, 0)` at $t=0$, and this is the common eigenvector. In the reverse direction the choice is `fun _ => v` with eigenvalue `p.1 * a + p.2 * b`, and `module` checks the remaining vector identity.

In `pauli_no_common_eigenvector`, the hypotheses `a0`, `a1`, `b0` and `b1` are the four component equations in the order given above. The two `linear_combination` steps produce $v_0v_1=0$ and $v_0^2=0$, and the last line contradicts the normalisation `hn`.

`no_continuous_eigenvector` first shows entry by entry that `coneHamiltonian` is the linear family of `pauliZ` and `pauliX`. It then rewrites the claim with the criterion and applies the Pauli result.

In `constant_eigenvector_on_line`, `hc` and `hs` are the two half-angle identities. They are proved over the reals, carried to the complex numbers, and multiplied by $r$ to give the two components of the eigenvalue equation. `halfAngleState_sign_change` rewrites $(\theta+2\pi)/2$ as $\theta/2+\pi$ and uses the sign change of cosine and sine under a shift by $\pi$.
